# Exact mixed averages for finite real matrices: the energy, and commuting observables in a non-degenerate level

## Configurations, wave functions and scalar products

The configurations form a finite set $n$. A wave function is a real vector with one amplitude $\psi_i$ for each configuration $i$, and an observable is a real symmetric matrix $A$. The theorems list symmetry as a hypothesis only where their proofs use it. The scalar product is $\langle u,v\rangle=\sum_i u_iv_i$. In Lean a wave function has type `n → ℝ`, an observable has type `Matrix n n ℝ`, the scalar product is written `⬝ᵥ`, and the action of a matrix on a vector is written `*ᵥ`.

Throughout, $\psi$ is a trial function and $\phi$ is the state of interest, usually an eigenvector of the Hamiltonian $H$ with eigenvalue $E$. Neither vector is normalised. The averages below are quotients that don't change when $\psi$ or $\phi$ is multiplied by a nonzero number, so they have the same values for normalised states.

```lean
import Mathlib

open Matrix

namespace MixedEstimator

noncomputable section

variable {n : Type*} [Fintype n]
```

The local value of $A$ at configuration $i$ is

$$A_L(i)=\frac{(A\psi)_i}{\psi_i}.$$

For $A=H$ it is the local energy.

```lean
/-- The local value `(A ψ)ᵢ / ψᵢ` of an observable `A` in the trial function `ψ`, meaningful
at configurations where `ψᵢ ≠ 0`. For the Hamiltonian it is the local energy. -/
def localValue (A : Matrix n n ℝ) (ψ : n → ℝ) (i : n) : ℝ :=
  (A *ᵥ ψ) i / ψ i
```

The mixed average weights the local values with the product of the two wave functions:

$$\langle A\rangle_{\rm mix}=\frac{\sum_i\psi_i\phi_i\,A_L(i)}{\langle\psi,\phi\rangle}.$$

```lean
/-- The average of the local value of `A` with weights `ψᵢ φᵢ`, meaningful for `ψ` nowhere
zero and nonzero overlap of `ψ` and `φ`. -/
def mixedAverage (A : Matrix n n ℝ) (ψ φ : n → ℝ) : ℝ :=
  (∑ i, ψ i * φ i * localValue A ψ i) / (ψ ⬝ᵥ φ)
```

The weights may have either sign. To read $\psi_i\phi_i/\langle\psi,\phi\rangle$ as a probability distribution that walkers can sample, one needs in addition that no two of the products $\psi_i\phi_i$ have opposite signs. The algebra does not use this.

The pure expectation value has $\phi$ on both sides:

$$\langle A\rangle_{\rm pure}=\frac{\langle\phi,A\phi\rangle}{\langle\phi,\phi\rangle}.$$

```lean
/-- The pure expectation value `⟨φ, A φ⟩ / ⟨φ, φ⟩`, meaningful for `φ ≠ 0`. -/
def pureAverage (A : Matrix n n ℝ) (φ : n → ℝ) : ℝ :=
  (φ ⬝ᵥ (A *ᵥ φ)) / (φ ⬝ᵥ φ)
```

## From local values to a matrix element

Let $A$ be symmetric, $A_{ij}=A_{ji}$. Then

$$\langle A\psi,\phi\rangle=\sum_{i,j}A_{ij}\psi_j\phi_i=\sum_j\psi_j\sum_iA_{ji}\phi_i=\langle\psi,A\phi\rangle.$$

```lean
/-- A real symmetric matrix can be moved from one side of the scalar product to the other. -/
theorem symm_move {A : Matrix n n ℝ} (hA : A.IsSymm) (ψ φ : n → ℝ) :
    (A *ᵥ ψ) ⬝ᵥ φ = ψ ⬝ᵥ (A *ᵥ φ) := by
  rw [Matrix.dotProduct_mulVec, ← Matrix.mulVec_transpose, hA.eq]
```

The hypothesis `A.IsSymm` says that $A$ equals its transpose. The rewriting first moves the matrix to the left vector, where it appears transposed, and `hA.eq` then removes the transpose.

If $\psi_i\neq0$ for every $i$, the trial amplitude in the weight cancels the denominator of the local value:

$$\sum_i\psi_i\phi_i\frac{(A\psi)_i}{\psi_i}=\sum_i(A\psi)_i\phi_i=\langle A\psi,\phi\rangle=\langle\psi,A\phi\rangle.$$

```lean
/-- For symmetric `A` and a nowhere-zero trial function `ψ`, the sum of local values with
weights `ψᵢ φᵢ` is the matrix element `⟨ψ, A φ⟩`. -/
theorem sum_localValue {A : Matrix n n ℝ} (hA : A.IsSymm) {ψ : n → ℝ}
    (hψ : ∀ i, ψ i ≠ 0) (φ : n → ℝ) :
    ∑ i, ψ i * φ i * localValue A ψ i = ψ ⬝ᵥ (A *ᵥ φ) := by
  rw [← symm_move hA]
  unfold dotProduct
  refine Finset.sum_congr rfl fun i _ => ?_
  -- the trial amplitude in the weight cancels the denominator of the local value
  have hi := hψ i
  have h : ψ i * ((A *ᵥ ψ) i / ψ i) = (A *ᵥ ψ) i := by field_simp
  unfold localValue
  linear_combination φ i * h
```

The Lean proof applies the symmetry step first and then compares the two sums term by term. The cancellation is the local statement `h`, and `linear_combination` multiplies it by $\phi_i$.

The cancellation is where a derivation can go wrong unnoticed. At a configuration with $\psi_i=0$ the weight is zero and the term contributes nothing, whereas $(A\psi)_i\phi_i$ may well be nonzero. The weighted sum therefore misses the amount $\sum_{i:\,\psi_i=0}(A\psi)_i\phi_i$, and the identity survives only if this amount vanishes. The three-site ring below gives a case in which it does not.

## The energy

Let $H$ be symmetric with $H\phi=E\phi$, let $\psi$ be nowhere zero, and let $\langle\psi,\phi\rangle\neq0$. Applying the previous identity to $H$ gives

$$\langle H\rangle_{\rm mix}=\frac{\langle\psi,H\phi\rangle}{\langle\psi,\phi\rangle}=\frac{E\langle\psi,\phi\rangle}{\langle\psi,\phi\rangle}=E.$$

```lean
/-- If `H` is symmetric, `H φ = E φ`, and `ψ` is nowhere zero with nonzero overlap with `φ`,
then the average local energy with weights `ψᵢ φᵢ` is exactly `E`. -/
theorem mixed_energy_exact {H : Matrix n n ℝ} (hH : H.IsSymm) {ψ φ : n → ℝ} {E : ℝ}
    (hφ : H *ᵥ φ = E • φ) (hψ : ∀ i, ψ i ≠ 0) (hov : ψ ⬝ᵥ φ ≠ 0) :
    mixedAverage H ψ φ = E := by
  rw [mixedAverage, sum_localValue hH hψ, hφ, dotProduct_smul, smul_eq_mul,
    mul_div_assoc, div_self hov, mul_one]
```

The hypotheses `hφ`, `hψ` and `hov` are the eigenvalue equation, the absence of zeros in $\psi$, and the nonzero overlap. The level $E$ may be degenerate and need not be the ground state.

In projector Monte Carlo with importance sampling, this is the reason that the quality of the trial function does not bias the mixed energy, provided that $\psi$ has no zeros and a nonzero overlap with $\phi$, and that the walkers sample the weights $\psi_i\phi_i$ for an exact eigenvector $\phi$ of a finite real symmetric matrix. Statistical noise, time-step and population errors, and the fixed-node approximation lie outside this model, as do complex wave functions and continuous coordinates.

## Which observables have no mixed bias

For a general observable, compare the quotient $\langle\psi,A\phi\rangle/\langle\psi,\phi\rangle$ with the pure value $a=\langle A\rangle_{\rm pure}$, where $\phi\neq0$. The two agree for every $\psi$ that overlaps with $\phi$ exactly when $\phi$ is an eigenvector of $A$.

One direction is immediate: if $A\phi=a'\phi$, both quotients equal $a'$.

For the other direction, define the residual $r=A\phi-a\phi$. It is orthogonal to $\phi$, because

$$\langle\phi,r\rangle=\langle\phi,A\phi\rangle-a\langle\phi,\phi\rangle=0.$$

Take $\phi+r$ as trial function. Its overlap with $\phi$ is $\langle\phi,\phi\rangle\neq0$, so the assumed equality applies and gives

$$\langle\phi,A\phi\rangle+\langle r,A\phi\rangle=a\langle\phi,\phi\rangle .$$

The first term on the left equals the right-hand side, hence $\langle r,A\phi\rangle=0$. Then

$$\langle r,r\rangle=\langle r,A\phi\rangle-a\langle r,\phi\rangle=0,$$

so $r=0$ and $A\phi=a\phi$.

```lean
/-- For `φ ≠ 0`, the mixed quotient `⟨ψ, A φ⟩ / ⟨ψ, φ⟩` equals the pure expectation value for
every `ψ` with nonzero overlap with `φ` if and only if `φ` is an eigenvector of `A`. -/
theorem mixed_eq_pure_iff_eigenvector (A : Matrix n n ℝ) {φ : n → ℝ} (hφ : φ ≠ 0) :
    (∀ ψ : n → ℝ, ψ ⬝ᵥ φ ≠ 0 → (ψ ⬝ᵥ (A *ᵥ φ)) / (ψ ⬝ᵥ φ) = pureAverage A φ) ↔
      ∃ a : ℝ, A *ᵥ φ = a • φ := by
  have h0 : φ ⬝ᵥ φ ≠ 0 := fun h => hφ (dotProduct_self_eq_zero.mp h)
  constructor
  · intro h
    have ha : φ ⬝ᵥ (A *ᵥ φ) = pureAverage A φ * (φ ⬝ᵥ φ) := by
      unfold pureAverage
      field_simp
    -- the residual `r` is orthogonal to `φ`; use `φ + r` as trial function
    obtain ⟨r, hr⟩ : ∃ r, r = A *ᵥ φ - pureAverage A φ • φ := ⟨_, rfl⟩
    have horth : φ ⬝ᵥ r = 0 := by
      rw [hr, dotProduct_sub, dotProduct_smul, smul_eq_mul, ha, sub_self]
    have horth' : r ⬝ᵥ φ = 0 := by rw [dotProduct_comm, horth]
    have hov : (φ + r) ⬝ᵥ φ = φ ⬝ᵥ φ := by rw [add_dotProduct, horth', add_zero]
    have key := h (φ + r) (by rw [hov]; exact h0)
    rw [hov, div_eq_iff h0, add_dotProduct, ha] at key
    have hrr : r ⬝ᵥ r = r ⬝ᵥ (A *ᵥ φ - pureAverage A φ • φ) := by rw [← hr]
    rw [dotProduct_sub, dotProduct_smul, smul_eq_mul, horth', mul_zero] at hrr
    have hr0 : r = 0 := dotProduct_self_eq_zero.mp (by linarith)
    exact ⟨pureAverage A φ, sub_eq_zero.mp (hr.symm.trans hr0)⟩
  · rintro ⟨a, ha⟩ ψ hov
    rw [pureAverage, ha, dotProduct_smul, dotProduct_smul, smul_eq_mul, smul_eq_mul,
      mul_div_assoc, mul_div_assoc, div_self hov, div_self h0]
```

In the code, `horth` is the orthogonality, `key` is the assumed equality for the trial function $\phi+r$, and `hrr` expands $\langle r,r\rangle$. The matrix $A$ need not be symmetric here. The trial functions range over all vectors with nonzero overlap, including those with zeros, which is why the statement uses the matrix-element quotient and not the average of local values.

## Commuting observables in a non-degenerate level

Suppose that $AH=HA$ and $H\phi=E\phi$. Then

$$H(A\phi)=A(H\phi)=E\,(A\phi),$$

so $A\phi$ also solves $Hv=Ev$. If every solution is a multiple of $\phi$, there is a number $a$ with $A\phi=a\phi$.

```lean
/-- If `A` commutes with `H`, `H φ = E φ`, and every solution of `H v = E v` is a multiple
of `φ`, then `φ` is an eigenvector of `A` or zero. -/
theorem eigenvector_of_commute {H A : Matrix n n ℝ} {φ : n → ℝ} {E : ℝ}
    (hφ : H *ᵥ φ = E • φ) (hnd : ∀ v, H *ᵥ v = E • v → ∃ c : ℝ, v = c • φ)
    (hc : A * H = H * A) : ∃ a : ℝ, A *ᵥ φ = a • φ := by
  apply hnd
  rw [Matrix.mulVec_mulVec, ← hc, ← Matrix.mulVec_mulVec, hφ, Matrix.mulVec_smul]
```

Non-degeneracy is the hypothesis `hnd`: every $v$ with $Hv=Ev$ has the form $c\phi$. For $\phi\neq0$ this says that the eigenspace is one-dimensional. It concerns the level $E$ only, and other levels may be degenerate. The step `apply hnd` reduces the goal to the eigenvalue equation for $A\phi$, and the rewriting is the displayed line.

Now let $A$ also be symmetric, $\psi$ nowhere zero, and $\langle\psi,\phi\rangle\neq0$. Combining the results gives

$$\langle A\rangle_{\rm mix}=\frac{\langle\psi,A\phi\rangle}{\langle\psi,\phi\rangle}=\frac{\langle\phi,A\phi\rangle}{\langle\phi,\phi\rangle}.$$

```lean
/-- Let `φ` span the solutions of `H v = E v`, and let the symmetric observable `A` commute
with `H`. For nowhere-zero `ψ` with nonzero overlap with `φ`, the mixed average of `A` equals
both `⟨ψ, A φ⟩ / ⟨ψ, φ⟩` and the pure expectation value in `φ`. -/
theorem mixed_eq_pure {H A : Matrix n n ℝ} (hA : A.IsSymm) {ψ φ : n → ℝ} {E : ℝ}
    (hφ : H *ᵥ φ = E • φ) (hnd : ∀ v, H *ᵥ v = E • v → ∃ c : ℝ, v = c • φ)
    (hc : A * H = H * A) (hψ : ∀ i, ψ i ≠ 0) (hov : ψ ⬝ᵥ φ ≠ 0) :
    mixedAverage A ψ φ = (ψ ⬝ᵥ (A *ᵥ φ)) / (ψ ⬝ᵥ φ) ∧
      (ψ ⬝ᵥ (A *ᵥ φ)) / (ψ ⬝ᵥ φ) = pureAverage A φ := by
  have hφ0 : φ ≠ 0 := by
    rintro rfl
    exact hov (dotProduct_zero ψ)
  refine ⟨by rw [mixedAverage, sum_localValue hA hψ], ?_⟩
  exact (mixed_eq_pure_iff_eigenvector A hφ0).2 (eigenvector_of_commute hφ hnd hc) ψ hov
```

The two equalities are the two halves of the conjunction. The first is the sum over local values, and the second uses the eigenvector criterion from right to left. That $\phi\neq0$ follows from the nonzero overlap.

## A three-site ring

Label the sites $0,1,2$ and let a particle hop between any two of them with matrix element $-1$. The uniform vector $\phi=(1,1,1)$, or $(1,1,1)/\sqrt3$ when normalised, satisfies $H\phi=-2\phi$. For a general solution of $Hv=-2v$, the first two rows read

$$-v_1-v_2=-2v_0,\qquad -v_0-v_2=-2v_1 .$$

Their difference gives $v_0=v_1$, and then the first row gives $v_2=v_0$. The level is therefore non-degenerate. The reflection $A$ that exchanges sites 1 and 2 is symmetric and commutes with $H$.

```lean
/-- On a three-site ring with hopping `-1`, the uniform state spans the solutions of
`H v = -2 v`, and the reflection exchanging two sites is symmetric and commutes with `H`. -/
theorem mixed_eq_pure_witness :
    let H : Matrix (Fin 3) (Fin 3) ℝ := !![0, -1, -1; -1, 0, -1; -1, -1, 0]
    let A : Matrix (Fin 3) (Fin 3) ℝ := !![1, 0, 0; 0, 0, 1; 0, 1, 0]
    let φ : Fin 3 → ℝ := ![1, 1, 1]
    A.IsSymm ∧ A * H = H * A ∧ H *ᵥ φ = (-2 : ℝ) • φ ∧
      ∀ v, H *ᵥ v = (-2 : ℝ) • v → ∃ c : ℝ, v = c • φ := by
  intro H A φ
  refine ⟨?_, ?_, ?_, ?_⟩
  · ext i j
    fin_cases i <;> fin_cases j <;> simp [A]
  · ext i j
    fin_cases i <;> fin_cases j <;> simp [A, H, Matrix.mul_apply, Fin.sum_univ_three]
  · ext i
    fin_cases i <;> simp [H, φ, Matrix.mulVec, dotProduct, Fin.sum_univ_three] <;> norm_num
  · intro v hv
    -- two rows of the eigenvalue equation force equal amplitudes
    have h0 := congrFun hv 0
    have h1 := congrFun hv 1
    simp [H, Matrix.mulVec, dotProduct, Fin.sum_univ_three] at h0 h1
    refine ⟨v 0, ?_⟩
    ext i
    fin_cases i <;> simp [φ] <;> linarith
```

Here is the ring with numbers, for the trial function $\psi=(1,2,3)$. The overlap is $\langle\psi,\phi\rangle=6$, and $H\psi=(-5,-4,-3)$, so the local energies are $-5,-2,-1$. Their mixed average is

$$\frac{1\cdot(-5)+2\cdot(-2)+3\cdot(-1)}{6}=-2,$$

although no two local energies are equal. For the reflection, $A\psi=(1,3,2)$, the local values are $1,\tfrac32,\tfrac23$, and the mixed average is $(1+3+2)/6=1$. This is the pure value, since $A\phi=\phi$.

With $\psi=(1,1,0)$ the cancellation fails. Now $H\psi=(-1,-1,-2)$, and only sites 0 and 1 carry weight. The weighted average is $(-1-1)/2=-1$ instead of $-2$. The missing amount is $(H\psi)_2\phi_2=-2$, which after division by the overlap 2 accounts for the difference.

## A twofold degenerate level

Take $H=\mathrm{diag}(0,0,1)$ and let $A$ exchange the first two basis states and leave the third alone. Then $A$ is symmetric and commutes with $H$. The normalised vector $\phi=(1,0,0)$ has energy 0, but $A\phi=(0,1,0)$ is a different state of the same level. With $\psi=(1,1,1)$ one finds $A\psi=\psi$, so every local value is 1 and

$$\langle A\rangle_{\rm mix}=1,\qquad\langle A\rangle_{\rm pure}=A_{00}=0 .$$

```lean
/-- A three-state system with a doubly degenerate level `0`: `A` is symmetric and commutes with `H`,
and `H φ = 0`, yet the mixed average of `A` with trial function `(1, 1, 1)` is `1` and the pure one
is `0`. -/
theorem degenerate_counterexample :
    let H : Matrix (Fin 3) (Fin 3) ℝ := !![0, 0, 0; 0, 0, 0; 0, 0, 1]
    let A : Matrix (Fin 3) (Fin 3) ℝ := !![0, 1, 0; 1, 0, 0; 0, 0, 1]
    let φ : Fin 3 → ℝ := ![1, 0, 0]
    A.IsSymm ∧ A * H = H * A ∧ H *ᵥ φ = 0 ∧
      mixedAverage A ![1, 1, 1] φ = 1 ∧ pureAverage A φ = 0 := by
  intro H A φ
  refine ⟨?_, ?_, ?_, ?_, ?_⟩
  · ext i j
    fin_cases i <;> fin_cases j <;> simp [A]
  · ext i j
    fin_cases i <;> fin_cases j <;> simp [A, H, Matrix.mul_apply, Fin.sum_univ_three]
  · ext i
    fin_cases i <;> simp [H, φ, Matrix.mulVec, dotProduct, Fin.sum_univ_three]
  · simp [mixedAverage, localValue, A, φ, Matrix.mulVec, dotProduct, Fin.sum_univ_three]
  · simp [pureAverage, A, φ, Matrix.mulVec, dotProduct, Fin.sum_univ_three]
```

Thus an eigenspace of dimension at most two is not a sufficient replacement for a one-dimensional one.

## A finite number of projection steps

Consider a simulation that applies a matrix $G$ repeatedly to the trial function $\psi$, for example $G=1-\tau(H-E_T)$ with a time step $\tau>0$ and an energy offset $E_T$. For symmetric $H$, small enough $\tau$ and a $\psi$ that is not orthogonal to the ground-state eigenspace, the normalised result approaches a ground state as the number of steps grows. After finitely many steps it is in general not an exact eigenvector. Each application of $G$ is called a projection step here. Let $G$ be symmetric and commute with $A$. Then $G^k$ has both properties as well, and half of the steps can be moved to the left state:

$$\langle\psi,AG^{2k}\psi\rangle=\langle\psi,G^kAG^k\psi\rangle=\langle G^k\psi,AG^k\psi\rangle .$$

The same step without $A$ gives

$$\langle\psi,G^{2k}\psi\rangle=\langle G^k\psi,G^k\psi\rangle .$$

```lean
/-- For a symmetric matrix `G` commuting with `A`, the matrix element of `A` between `ψ` and
`G ^ (2 * k) ψ` equals the one with `G ^ k ψ` on both sides, and likewise for the overlap. -/
theorem mixed_projection_eq_pure [DecidableEq n] {G A : Matrix n n ℝ} (hG : G.IsSymm)
    (hc : A * G = G * A) (ψ : n → ℝ) (k : ℕ) :
    ψ ⬝ᵥ (A *ᵥ (G ^ (2 * k) *ᵥ ψ)) = (G ^ k *ᵥ ψ) ⬝ᵥ (A *ᵥ (G ^ k *ᵥ ψ)) ∧
      ψ ⬝ᵥ (G ^ (2 * k) *ᵥ ψ) = (G ^ k *ᵥ ψ) ⬝ᵥ (G ^ k *ᵥ ψ) := by
  have hGk : (G ^ k).IsSymm := by
    rw [Matrix.IsSymm, Matrix.transpose_pow, hG.eq]
  have hck : A * G ^ k = G ^ k * A := (Commute.pow_right (show Commute A G from hc) k).eq
  constructor
  · -- half of the projection steps are moved through `A` onto the left state
    have e : A * G ^ (2 * k) = G ^ k * (A * G ^ k) := by
      rw [two_mul, pow_add, ← mul_assoc, hck, mul_assoc, hck]
    rw [symm_move hGk]
    simp only [Matrix.mulVec_mulVec]
    rw [e]
  · rw [symm_move hGk, Matrix.mulVec_mulVec, ← pow_add, two_mul]

end

end MixedEstimator
```

The local statements `hGk` and `hck` carry symmetry and commutation over to $G^k$, `e` is the matrix identity $AG^{2k}=G^kAG^k$, and `symm_move` transfers $G^k$ across the scalar product. No eigenvector and no non-degeneracy enter.

The theorem equates numerators and denominators separately. If $G^k\psi\neq0$, dividing them shows that the mixed quotient after $2k$ steps is the pure expectation value in the state $G^k\psi$. For $A=H$ commuting with $G$, the mixed quotient for the energy after $2k$ steps is thus the variational energy of the state reached after $k$ steps. If $H$ is symmetric and $\psi$ has no zeros, this quotient is also the mixed average of the local energy.

```lean
#print axioms MixedEstimator.mixed_energy_exact
#print axioms MixedEstimator.mixed_eq_pure
#print axioms MixedEstimator.degenerate_counterexample
#print axioms MixedEstimator.mixed_projection_eq_pure
```

```
'MixedEstimator.mixed_energy_exact' depends on axioms: [propext, Classical.choice, Quot.sound]
'MixedEstimator.mixed_eq_pure' depends on axioms: [propext, Classical.choice, Quot.sound]
'MixedEstimator.degenerate_counterexample' depends on axioms: [propext, Classical.choice, Quot.sound]
'MixedEstimator.mixed_projection_eq_pure' depends on axioms: [propext, Classical.choice, Quot.sound]
```
